# Wigner's correlation formula keeps the cell model's $1/r$ law at low density and misses the logarithm at high density

A local-density calculation converts the electron density $n$ at each grid point into a density parameter $r = (3/(4\pi n))^{1/3}$, in bohr, and looks up a correlation energy per electron at that $r$. With Wigner's parametrization the lookup is a single division, $-0.44/(r+7.8)$ in hartree. How far the number can be trusted depends on where $r$ lies. For large $r$ the formula can be compared with a model of electrons at rest, each in its own sphere of background charge. For small $r$ it can be compared with any correlation energy that falls at least as fast as a positive multiple of $\ln r$.

Write the formula with general parameters as

$$w(r) = -\frac{a}{r+b}.$$

The correlation energy of the cell model is taken to be its electrostatic energy minus the exchange energy of the unpolarized uniform gas. In the low-density limit, the ratio of $w$ to this correlation energy is $a/c$, where

$$c = \frac{9}{10} - \frac{3}{4\pi}\left(\frac{9\pi}{4}\right)^{1/3}, \qquad 0.44 < c < 0.445.$$

In the high-density limit, if $b>0$ and a correlation energy $e_c$ satisfies $e_c(r) \le A\ln r + M$ near $r=0$ with $A>0$, then $w(r)-e_c(r)\to+\infty$.

## The cell energy and the constant $c$

Place a point electron at the centre of a sphere of radius $r$ filled with uniform positive charge of total amount one. The shell between $t$ and $t+dt$ carries the charge $3t^2\,dt/r^3$, and the charge inside it is $t^3/r^3$. The attraction between electron and background, plus the self-energy of the background, is

$$-\int_0^r \frac{3t}{r^3}\,dt + \int_0^r \frac{3t^4}{r^6}\,dt = -\frac{3}{2r}+\frac{3}{5r} = -\frac{9}{10r}.$$

The spheres are neutral, and their mutual interaction is neglected. The electron's kinetic energy is also left out, which suits low density, where the Coulomb energy dominates.

The exchange energy per electron of the unpolarized gas is $-x/r$ with $x = \frac{3}{4\pi}(9\pi/4)^{1/3}$. Subtracting it from the cell energy leaves the correlation energy of the model, $-c/r$ with $c = 9/10 - x$.

To bound $x$ without extracting a cube root, cube it:

$$x^3 = \frac{27}{64\pi^3}\cdot\frac{9\pi}{4} = \frac{243}{256\,\pi^2}, \qquad x^3\pi^2 = \frac{243}{256} \approx 0.9492.$$

If $x\le 0.455$, then $\pi<3.15$ gives $x^3\pi^2 \le 0.455^3\cdot 3.15^2 < 0.935$, which is too small. If $x\ge 0.46$, then $\pi>3.14$ gives $x^3\pi^2 \ge 0.46^3\cdot 3.14^2 > 0.959$, which is too large. Hence $0.455<x<0.46$, and $c$ lies between $0.44$ and $0.445$.

## The two ends of the density range

For $r>0$ and $r>-b$, the ratio at low density is

$$\frac{-a/(r+b)}{-c/r} = \frac{a}{c}\,\frac{r}{r+b} = \frac{a}{c}\left(1-\frac{b}{r+b}\right) \longrightarrow \frac{a}{c} \qquad (r\to\infty).$$

The limit is $1$ exactly when $a=c$. For $a=0.44$ it is below $1$ because $c>0.44$, and above $0.98$ because $0.44/0.445>0.98$. In this limit Wigner's numerator therefore recovers more than 98% of the cell model's correlation energy, but not all of it. The parameter $b$ has no influence on the limit.

At the other end, $b>0$ keeps the denominator away from zero, so $w(r)\to -a/b$ as $r\to0^+$. For Wigner's parameters this is about $-0.056$ hartree. If $e_c(r)\le A\ln r+M$ near zero, then

$$w(r)-e_c(r) \ge w(r) - A\ln r - M.$$

On the right, $w(r)$ converges, $M$ is constant and $-A\ln r\to+\infty$, so the difference on the left diverges too.

The condition $b>0$ matters. Take $b=0$, $a=0.44$ and $e_c(r)=A\ln r$. Then

$$w(r)-e_c(r) = -\frac{0.44 + A\,r\ln r}{r} \longrightarrow -\infty,$$

because $r\ln r\to0$. The formula now lies below the logarithm by an unbounded amount, and the conclusion has the wrong sign.

For the unpolarized uniform gas, the high-density expansion begins with $A\ln r + B$, where $A=(1-\ln 2)/\pi^2\approx0.031$. The logarithm comes from the screening of the long-range Coulomb interaction: second-order perturbation theory diverges at small momentum transfer, and summing the ring diagrams replaces the divergence by $\ln r$. Since $\ln 2<1$, the coefficient is positive. If $e_c(r)-(A\ln r+B)\to0$, then $e_c(r)\le A\ln r+B+1$ for all sufficiently small $r$, and the argument above applies with $M=B+1$. The growth is slow: deep in this regime, reducing $r$ by a factor of ten widens the gap by about $0.07$ hartree per electron.

## Energies as real functions of the density parameter

In Lean, the density parameter and all energies are plain real numbers, read in bohr and hartree.

```lean
import Mathlib

open Filter Topology

namespace WignerCorrelationFormula

noncomputable section
```

Wigner's form takes its two parameters as arguments, so that the theorems can treat general $a$ and $b$ before turning to $0.44$ and $7.8$.

```lean
/-- Wigner's form `-a / (r + b)` of the correlation energy per electron, as a function of the
density parameter `r`, for `r + b ≠ 0`. -/
def wignerCorrelation (a b r : ℝ) : ℝ := -a / (r + b)
```

The number $x$ is `exchangeCoefficient`. Its cube root is a real power with exponent `(1 / 3 : ℝ)`.

```lean
/-- The coefficient `(3 / 4π) (9π / 4)^(1/3)` of the exchange energy of the unpolarized
electron gas, in hartree. -/
def exchangeCoefficient : ℝ := 3 / (4 * Real.pi) * (9 * Real.pi / 4) ^ (1 / 3 : ℝ)
```

The exchange energy $-x/r$ belongs to the unpolarized gas; spin polarization would change the coefficient.

```lean
/-- The exchange energy per electron of the unpolarized uniform electron gas at density parameter
`r > 0`. -/
def exchangeEnergy (r : ℝ) : ℝ := -exchangeCoefficient / r
```

The cell energy enters as a definition. The electrostatic integral computed above motivates the value $9/10$, and the theorems take that value as given.

```lean
/-- The electrostatic energy `-9 / (10 r)` of a neutral Wigner-Seitz sphere of radius `r > 0` with a
point electron at its centre, including the self-energy of the background. -/
def cellEnergy (r : ℝ) : ℝ := -(9 / 10) / r
```

The constant $c$ is `cellCorrelationCoefficient`.

```lean
/-- The difference `c` between the cell coefficient `9/10` and the exchange coefficient. -/
def cellCorrelationCoefficient : ℝ := 9 / 10 - exchangeCoefficient
```

## Bounds on $c$ from a cube

The first theorem is the identity $x^3\pi^2=243/256$. The auxiliary statement `h` says that the cube of the real cube root returns $9\pi/4$; it follows from the rule for multiplying exponents, which needs a nonnegative base. After `mul_pow` has distributed the cube over the product, `field_simp` cancels the powers of $\pi$.

```lean
/-- The cube of the exchange coefficient, multiplied by `π²`, is the rational number
`243/256`. -/
theorem exchangeCoefficient_cube :
    exchangeCoefficient ^ 3 * Real.pi ^ 2 = 243 / 256 := by
  have hpi := Real.pi_pos
  have h : ((9 * Real.pi / 4) ^ (1 / 3 : ℝ)) ^ 3 = 9 * Real.pi / 4 := by
    rw [← Real.rpow_natCast, ← Real.rpow_mul (by positivity)]
    norm_num
  rw [exchangeCoefficient, mul_pow, h]
  field_simp
  norm_num
```

The bounds on $c$ follow the two contradictions in the derivation. In `lower`, the negated claim is $x\le0.455$. `h3` cubes it, `h4` squares the upper bound on $\pi$, and `mul_le_mul` multiplies the two inequalities. Rewriting the product with the previous theorem leaves a false comparison of rational numbers, which `norm_num` refutes. The proof of `upper` does the same with the inequalities reversed, and the last line subtracts from $9/10$.

```lean
/-- The coefficient `c = 9/10 - (3 / 4π) (9π / 4)^(1/3)` lies between 0.44 and 0.445. -/
theorem cellCorrelationCoefficient_bounds :
    0.44 < cellCorrelationCoefficient ∧ cellCorrelationCoefficient < 0.445 := by
  have hx : 0 < exchangeCoefficient := by
    have hpi := Real.pi_pos
    unfold exchangeCoefficient
    positivity
  -- each bound on the coefficient is tested on its cube
  have lower : 0.455 < exchangeCoefficient := by
    by_contra h
    have h3 : exchangeCoefficient ^ 3 ≤ (0.455 : ℝ) ^ 3 :=
      pow_le_pow_left₀ hx.le (not_lt.mp h) 3
    have h4 : Real.pi ^ 2 ≤ (3.15 : ℝ) ^ 2 :=
      pow_le_pow_left₀ Real.pi_pos.le Real.pi_lt_d2.le 2
    have h5 := mul_le_mul h3 h4 (by positivity) (by positivity)
    rw [exchangeCoefficient_cube] at h5
    norm_num at h5
  have upper : exchangeCoefficient < 0.46 := by
    by_contra h
    have h3 : (0.46 : ℝ) ^ 3 ≤ exchangeCoefficient ^ 3 :=
      pow_le_pow_left₀ (by norm_num) (not_lt.mp h) 3
    have h4 : (3.14 : ℝ) ^ 2 ≤ Real.pi ^ 2 :=
      pow_le_pow_left₀ (by norm_num) Real.pi_gt_d2.le 2
    have h5 := mul_le_mul h3 h4 (by positivity) (pow_pos hx 3).le
    rw [exchangeCoefficient_cube] at h5
    norm_num at h5
  unfold cellCorrelationCoefficient
  constructor <;> norm_num at lower upper ⊢ <;> linarith
```

## The low-density ratio

`Tendsto f atTop (𝓝 L)` says that $f(r)\to L$ as $r\to\infty$. The theorem holds for all real $a$ and $b$, including negative $b$, since only large $r$ matters.

The proof first obtains $c\ne0$ from the bounds. `h1` states that $b/(r+b)\to0$, and `h2` turns this into the limit of $(a/c)(1-b/(r+b))$. It remains to show that this expression equals the energy ratio for large $r$. The `filter_upwards` step restricts to $r>0$ and $r>-b$, where both denominators are nonzero; `h3` reduces the cell model's correlation energy to $-c/r$, and algebra finishes the comparison.

```lean
/-- At low density the ratio of Wigner's formula to the correlation energy of the cell model
(cell energy minus exchange energy) tends to `a / c`. -/
theorem low_density_ratio (a b : ℝ) :
    Tendsto (fun r => wignerCorrelation a b r / (cellEnergy r - exchangeEnergy r))
      atTop (𝓝 (a / cellCorrelationCoefficient)) := by
  have hc : cellCorrelationCoefficient ≠ 0 := by
    have h := cellCorrelationCoefficient_bounds.1
    norm_num at h
    intro h0
    rw [h0] at h
    norm_num at h
  have hb : Tendsto (fun _ : ℝ => b) atTop (𝓝 b) := tendsto_const_nhds
  have h1 : Tendsto (fun r : ℝ => b / (r + b)) atTop (𝓝 0) :=
    hb.div_atTop (tendsto_atTop_add_const_right atTop b tendsto_id)
  have h2 := (h1.const_sub 1).const_mul (a / cellCorrelationCoefficient)
  rw [sub_zero, mul_one] at h2
  refine h2.congr' ?_
  filter_upwards [eventually_gt_atTop 0, eventually_gt_atTop (-b)] with r hr hrb
  have hr0 : r ≠ 0 := hr.ne'
  have hrb0 : r + b ≠ 0 := by linarith
  -- the cell model has correlation energy -c / r
  have h3 : cellEnergy r - exchangeEnergy r = -cellCorrelationCoefficient / r := by
    unfold cellEnergy exchangeEnergy cellCorrelationCoefficient
    ring
  rw [h3, wignerCorrelation]
  field_simp
  ring
```

The criterion for agreement to leading order is an equivalence. If the ratio tends to $1$, uniqueness of limits forces $a/c=1$. Conversely, if $a/c=1$, the preceding theorem gives the limit. "Exact" here refers to the cell model, whose energy is itself an approximation to that of the low-density electron gas.

```lean
/-- Wigner's formula reproduces the correlation energy of the cell model to leading order at
low density exactly when its numerator `a` equals `c`. -/
theorem low_density_exact_iff (a b : ℝ) :
    Tendsto (fun r => wignerCorrelation a b r / (cellEnergy r - exchangeEnergy r))
      atTop (𝓝 1) ↔ a = cellCorrelationCoefficient := by
  have hc : cellCorrelationCoefficient ≠ 0 :=
    (lt_trans (by norm_num) cellCorrelationCoefficient_bounds.1).ne'
  rw [← div_eq_one_iff_eq hc]
  constructor
  · intro h
    exact tendsto_nhds_unique (low_density_ratio a b) h
  · intro h
    rw [← h]
    exact low_density_ratio a b
```

For Wigner's numerator, both inequalities are multiplied through by the positive number $c$ and then read off from its bounds.

```lean
/-- For the numerator 0.44 the low-density limit `0.44 / c` of the ratio lies between
0.98 and 1. -/
theorem wigner_numerator_accuracy :
    0.98 < 0.44 / cellCorrelationCoefficient ∧ 0.44 / cellCorrelationCoefficient < 1 := by
  obtain ⟨h1, h2⟩ := cellCorrelationCoefficient_bounds
  have hc : 0 < cellCorrelationCoefficient := lt_trans (by norm_num) h1
  rw [lt_div_iff₀ hc, div_lt_iff₀ hc]
  constructor <;> norm_num at h1 h2 ⊢ <;> linarith
```

## The missing logarithm

The filter `𝓝[>] 0` expresses the approach to zero through positive values, $r\to0^+$. The next theorem gives the finite limit $-a/b$. The hypothesis `hb` ensures that the limit of the denominator is nonzero, as the quotient rule `Tendsto.div`, written here as `h2.div`, requires.

```lean
/-- For `b > 0` Wigner's formula has the finite high-density limit `-a / b`. -/
theorem high_density_limit (a : ℝ) {b : ℝ} (hb : 0 < b) :
    Tendsto (fun r => wignerCorrelation a b r) (𝓝[>] 0) (𝓝 (-a / b)) := by
  have h0 : Tendsto (fun r : ℝ => r) (𝓝[>] 0) (𝓝 0) :=
    tendsto_id.mono_left nhdsWithin_le_nhds
  have h1 := h0.add_const b
  rw [zero_add] at h1
  have h2 : Tendsto (fun _ : ℝ => -a) (𝓝[>] 0) (𝓝 (-a)) := tendsto_const_nhds
  unfold wignerCorrelation
  exact h2.div h1 hb.ne'
```

In the general divergence theorem, the correlation energy `ec` is an arbitrary function from reals to reals. All that is assumed about it is `hec`: the inequality $e_c(r)\le A\ln r+M$ holds for all sufficiently small positive $r$. The quantifier `∀ᶠ` carries that meaning. Neither continuity nor an exact expansion is needed, and $a$ may have either sign.

`h1` is the divergence of $-A\ln r$, obtained by multiplying $\ln r\to-\infty$ by a negative constant. `h2` adds the convergent function $w$ and the constant $-M$. Finally, `tendsto_atTop_mono'` passes the divergence to the larger function $w-e_c$.

```lean
/-- If a correlation energy `ec` is at most `A ln r + M` near `r = 0`, with `A > 0`, then
Wigner's formula with any `a` and any `b > 0` exceeds it by an unbounded amount as `r → 0+`. -/
theorem high_density_failure (a : ℝ) {b A M : ℝ} (hb : 0 < b) (hA : 0 < A) (ec : ℝ → ℝ)
    (hec : ∀ᶠ r in 𝓝[>] (0 : ℝ), ec r ≤ A * Real.log r + M) :
    Tendsto (fun r => wignerCorrelation a b r - ec r) (𝓝[>] 0) atTop := by
  -- the logarithm diverges while Wigner's formula stays finite
  have h1 : Tendsto (fun r => -A * Real.log r) (𝓝[>] 0) atTop :=
    Real.tendsto_log_nhdsGT_zero.const_mul_atBot_of_neg (neg_lt_zero.mpr hA)
  have h2 := tendsto_atTop_add_const_right _ (-M) ((high_density_limit a hb).add_atTop h1)
  refine tendsto_atTop_mono' _ ?_ h2
  filter_upwards [hec] with r hr
  linarith
```

Choosing $e_c(r)=A\ln r$ and $M=0$ turns the upper bound into an equality and gives the statement for Wigner's own parameters, with any positive $A$.

```lean
/-- For every `A > 0` the difference `-0.44 / (r + 7.8) - A ln r` tends to infinity as
`r → 0+`. -/
theorem wigner_sub_log {A : ℝ} (hA : 0 < A) :
    Tendsto (fun r => wignerCorrelation 0.44 7.8 r - A * Real.log r) (𝓝[>] 0) atTop :=
  high_density_failure (M := 0) 0.44 (by norm_num) hA (fun r => A * Real.log r)
    (Eventually.of_forall fun r => (add_zero (A * Real.log r)).ge)
```

The last theorem applies to the unpolarized uniform electron gas once its high-density expansion is granted. That expansion is the hypothesis `hec`, in the form $e_c(r)-(A\ln r+B)\to0$ with $A=(1-\ln2)/\pi^2$ and an unspecified constant $B$. Deriving it would take many-body perturbation theory, which the file does not contain.

The proof checks that $A$ is positive using a numerical upper bound on $\ln2$. It then extracts from the limit that the remainder is eventually below $1$, which supplies the upper bound with $M=B+1$.

```lean
/-- If a correlation energy has the high-density expansion `((1 - ln 2) / π²) ln r + B + o(1)`,
then Wigner's formula with `b > 0` exceeds it by an unbounded amount as `r → 0+`. -/
theorem failure_for_electron_gas (a : ℝ) {b B : ℝ} (hb : 0 < b) (ec : ℝ → ℝ)
    (hec : Tendsto (fun r => ec r - ((1 - Real.log 2) / Real.pi ^ 2 * Real.log r + B))
      (𝓝[>] 0) (𝓝 0)) :
    Tendsto (fun r => wignerCorrelation a b r - ec r) (𝓝[>] 0) atTop := by
  have hA : 0 < (1 - Real.log 2) / Real.pi ^ 2 := by
    have h := Real.log_two_lt_d9
    have h' : Real.log 2 < 1 := lt_trans h (by norm_num)
    exact div_pos (sub_pos.mpr h') (pow_pos Real.pi_pos 2)
  refine high_density_failure (M := B + 1) a hb hA ec ?_
  filter_upwards [hec.eventually_lt_const one_pos] with r hr
  linarith

end

end WignerCorrelationFormula
```

```lean
#print axioms WignerCorrelationFormula.low_density_exact_iff
-- 'WignerCorrelationFormula.low_density_exact_iff' depends on axioms: [propext, Classical.choice, Quot.sound]
#print axioms WignerCorrelationFormula.wigner_numerator_accuracy
-- 'WignerCorrelationFormula.wigner_numerator_accuracy' depends on axioms: [propext, Classical.choice, Quot.sound]
#print axioms WignerCorrelationFormula.wigner_sub_log
-- 'WignerCorrelationFormula.wigner_sub_log' depends on axioms: [propext, Classical.choice, Quot.sound]
#print axioms WignerCorrelationFormula.failure_for_electron_gas
-- 'WignerCorrelationFormula.failure_for_electron_gas' depends on axioms: [propext, Classical.choice, Quot.sound]
```

For a density-functional calculation, the theorems on Wigner's formula describe only limiting behaviour, relative to the cell model at low density and to a logarithm at high density. They give no error estimate at the finite density of any particular grid point.
